# Zero-temperature critical current of one short-junction channel with 0 < τ < 1: (Δ/2)(1 − √(1−τ)) in units of 2e/ħ

The supercurrent is defined here as minus the true derivative of the positive Andreev energy with respect to the superconducting phase difference φ, in units of 2e/ħ, so its closed formula is a theorem and not a definition. The energy itself is postulated, for one spin-degenerate channel with gap Δ > 0 and transmission 0 < τ < 1. The channel is in its ground state, at zero temperature, and its critical current is the largest supercurrent over all φ.

```lean
import Mathlib

open Real (sin cos arccos)

namespace AndreevCriticalCurrent

noncomputable section

/-- Energy of the Andreev level of one channel with gap `Δ` and transmission `τ`,
at superconducting phase difference `φ`. -/
def andreevEnergy (Δ τ φ : ℝ) : ℝ := Δ * √(1 - τ * sin (φ / 2) ^ 2)

/-- Supercurrent of the channel, minus the phase derivative of the Andreev energy,
in units of `2e/ħ`. -/
def supercurrent (Δ τ φ : ℝ) : ℝ := -deriv (andreevEnergy Δ τ) φ

/-- The value `(Δ/2)(1 - √(1-τ))`, in units of `2e/ħ`. -/
def criticalCurrent (Δ τ : ℝ) : ℝ := Δ / 2 * (1 - √(1 - τ))

/-- At imperfect transmission the squared Andreev energy, in units of the squared gap,
is positive at every phase. -/
theorem radicand_pos {τ : ℝ} (h0 : 0 < τ) (h1 : τ < 1) (φ : ℝ) :
    0 < 1 - τ * sin (φ / 2) ^ 2 := by
  have h := mul_nonneg h0.le (sub_nonneg.2 (Real.sin_sq_le_one (φ / 2)))
  linarith

/-- The amplitude `√(1-τ)` lies strictly between 0 and 1, and its square is `1-τ`. -/
theorem reflection_bounds {τ : ℝ} (h0 : 0 < τ) (h1 : τ < 1) :
    0 < √(1 - τ) ∧ √(1 - τ) < 1 ∧ √(1 - τ) ^ 2 = 1 - τ := by
  have hp : 0 < √(1 - τ) := Real.sqrt_pos.2 (by linarith)
  have hs : √(1 - τ) ^ 2 = 1 - τ := Real.sq_sqrt (by linarith)
  exact ⟨hp, by nlinarith, hs⟩

/-- Current-phase relation of a single channel:
`I(φ) = Δ τ sin φ / (4 √(1 - τ sin²(φ/2)))`. -/
theorem supercurrent_eq (Δ : ℝ) {τ : ℝ} (h0 : 0 < τ) (h1 : τ < 1) (φ : ℝ) :
    supercurrent Δ τ φ = Δ * τ * sin φ / (4 * √(1 - τ * sin (φ / 2) ^ 2)) := by
  have hD := radicand_pos h0 h1 φ
  rw [pow_two] at hD
  have hs : sin φ = 2 * sin (φ / 2) * cos (φ / 2) := by
    rw [← Real.sin_two_mul]
    congr 1
    ring
  have hE : andreevEnergy Δ τ =
      fun x => Δ * √(1 - τ * (sin (x / 2) * sin (x / 2))) := by
    funext x
    simp only [andreevEnergy, pow_two]
  -- chain rule, from the inside out
  have d1 : HasDerivAt (fun x : ℝ => x / 2) (1 / 2) φ := (hasDerivAt_id' φ).div_const 2
  have d2 : HasDerivAt (fun x : ℝ => sin (x / 2)) (cos (φ / 2) * (1 / 2)) φ := d1.sin
  have d3 : HasDerivAt (fun x : ℝ => 1 - τ * (sin (x / 2) * sin (x / 2)))
      (-(τ * (sin (φ / 2) * cos (φ / 2)))) φ :=
    (((d2.fun_mul d2).const_mul τ).const_sub 1).congr_deriv (by ring)
  have d4 := (d3.sqrt hD.ne').const_mul Δ
  rw [supercurrent, hE, d4.deriv, hs, pow_two]
  ring

/-- The squared supercurrent equals the squared critical current minus a complete square
divided by the positive factor `1 - τ sin²(φ/2)`. -/
theorem supercurrent_sq (Δ : ℝ) {τ : ℝ} (h0 : 0 < τ) (h1 : τ < 1) (φ : ℝ) :
    supercurrent Δ τ φ ^ 2 = criticalCurrent Δ τ ^ 2 -
      Δ ^ 2 / 4 * (1 - τ * sin (φ / 2) ^ 2 - √(1 - τ)) ^ 2 /
        (1 - τ * sin (φ / 2) ^ 2) := by
  have hD := radicand_pos h0 h1 φ
  obtain ⟨-, -, hr⟩ := reflection_bounds h0 h1
  have hs : sin φ ^ 2 = 4 * sin (φ / 2) ^ 2 * (1 - sin (φ / 2) ^ 2) := by
    have h : sin φ = 2 * sin (φ / 2) * cos (φ / 2) := by
      rw [← Real.sin_two_mul]
      congr 1
      ring
    rw [h, mul_pow, mul_pow, Real.cos_sq']
    ring
  -- the identity with denominators cleared
  have key : (Δ * τ * sin φ) ^ 2 =
      16 * (1 - τ * sin (φ / 2) ^ 2) * (Δ / 2 * (1 - √(1 - τ))) ^ 2 -
        4 * Δ ^ 2 * (1 - τ * sin (φ / 2) ^ 2 - √(1 - τ)) ^ 2 := by
    linear_combination Δ ^ 2 * τ ^ 2 * hs + 4 * Δ ^ 2 * τ * sin (φ / 2) ^ 2 * hr
  rw [supercurrent_eq Δ h0 h1, criticalCurrent, div_pow, mul_pow 4, Real.sq_sqrt hD.le, key]
  have hD0 := hD.ne'
  generalize 1 - τ * sin (φ / 2) ^ 2 = D at hD0 ⊢
  generalize √(1 - τ) = r
  field_simp
  ring

/-- The critical current lies strictly between `Δτ/4` and `Δτ/2`. -/
theorem criticalCurrent_bounds {Δ τ : ℝ} (hΔ : 0 < Δ) (h0 : 0 < τ) (h1 : τ < 1) :
    Δ * τ / 4 < criticalCurrent Δ τ ∧ criticalCurrent Δ τ < Δ * τ / 2 := by
  obtain ⟨hp, hl, hr⟩ := reflection_bounds h0 h1
  have e : Δ * √(1 - τ) ^ 2 = Δ * (1 - τ) := by rw [hr]
  have a : 0 < Δ * (1 - √(1 - τ)) ^ 2 := mul_pos hΔ (pow_pos (sub_pos.2 hl) 2)
  have b : 0 < Δ * ((1 - √(1 - τ)) * √(1 - τ)) :=
    mul_pos hΔ (mul_pos (sub_pos.2 hl) hp)
  unfold criticalCurrent
  constructor <;> nlinarith

/-- At no phase does the magnitude of the supercurrent exceed the critical current. -/
theorem abs_supercurrent_le {Δ τ : ℝ} (hΔ : 0 < Δ) (h0 : 0 < τ) (h1 : τ < 1) (φ : ℝ) :
    |supercurrent Δ τ φ| ≤ criticalCurrent Δ τ := by
  have hc : 0 < criticalCurrent Δ τ :=
    lt_trans (by positivity) (criticalCurrent_bounds hΔ h0 h1).1
  have hD := radicand_pos h0 h1 φ
  refine abs_le_of_sq_le_sq ?_ hc.le
  rw [supercurrent_sq Δ h0 h1]
  exact sub_le_self _ (div_nonneg (by positivity) hD.le)

/-- The channel carries its critical current exactly at the phases with `sin φ > 0` and
`cos φ = -(1 - √(1-τ))/(1 + √(1-τ))`. -/
theorem supercurrent_eq_critical_iff {Δ τ : ℝ} (hΔ : 0 < Δ) (h0 : 0 < τ) (h1 : τ < 1)
    (φ : ℝ) : supercurrent Δ τ φ = criticalCurrent Δ τ ↔
      0 < sin φ ∧ cos φ = -((1 - √(1 - τ)) / (1 + √(1 - τ))) := by
  obtain ⟨hp, hl, hr⟩ := reflection_bounds h0 h1
  have hc : 0 < criticalCurrent Δ τ :=
    lt_trans (by positivity) (criticalCurrent_bounds hΔ h0 h1).1
  have hD := radicand_pos h0 h1 φ
  have hsq := supercurrent_sq Δ h0 h1 φ
  have hI := supercurrent_eq Δ h0 h1 φ
  have half : sin (φ / 2) ^ 2 = (1 - cos φ) / 2 := by
    have h := Real.cos_two_mul (φ / 2)
    have e : 2 * (φ / 2) = φ := by ring
    rw [e] at h
    have := Real.sin_sq_add_cos_sq (φ / 2)
    linarith
  -- the complete square vanishes exactly at the stated value of the cosine
  have fac : 1 - τ * sin (φ / 2) ^ 2 - √(1 - τ) =
      (1 - √(1 - τ)) / 2 * ((1 - √(1 - τ)) + (1 + √(1 - τ)) * cos φ) := by
    rw [half]
    linear_combination (-(1 - cos φ) / 2) * hr
  have hne : 1 + √(1 - τ) ≠ 0 := by positivity
  rw [← neg_div, eq_div_iff hne]
  constructor
  · intro h
    constructor
    · by_contra hn
      have hle : supercurrent Δ τ φ ≤ 0 := by
        rw [hI]
        exact div_nonpos_of_nonpos_of_nonneg
          (mul_nonpos_of_nonneg_of_nonpos (by positivity) (not_lt.1 hn)) (by positivity)
      linarith
    · rw [h] at hsq
      have hz : Δ ^ 2 / 4 * (1 - τ * sin (φ / 2) ^ 2 - √(1 - τ)) ^ 2 /
          (1 - τ * sin (φ / 2) ^ 2) = 0 := by linarith
      have hz1 := (div_eq_zero_iff.1 hz).resolve_right hD.ne'
      have hz2 := (mul_eq_zero.1 hz1).resolve_left (by positivity)
      have hz3 := pow_eq_zero_iff (two_ne_zero) |>.1 hz2
      rw [fac] at hz3
      have hz4 := (mul_eq_zero.1 hz3).resolve_left (by linarith)
      linarith
  · rintro ⟨hs, h⟩
    have hz : 1 - τ * sin (φ / 2) ^ 2 - √(1 - τ) = 0 := by
      linear_combination fac + (1 - √(1 - τ)) / 2 * h
    have hpos : 0 ≤ supercurrent Δ τ φ := by
      rw [hI]
      positivity
    refine (sq_eq_sq₀ hpos hc.le).1 ?_
    rw [hsq, hz]
    simp

/-- The maximum over all phases of the supercurrent `-dE/dφ` of one channel is
`(Δ/2)(1 - √(1-τ))`. -/
theorem criticalCurrent_isGreatest {Δ τ : ℝ} (hΔ : 0 < Δ) (h0 : 0 < τ) (h1 : τ < 1) :
    IsGreatest (Set.range (supercurrent Δ τ)) (Δ / 2 * (1 - √(1 - τ))) := by
  obtain ⟨hp, hl, -⟩ := reflection_bounds h0 h1
  constructor
  · -- the bound is attained at the phase given by the arccosine
    have q0 : 0 < (1 - √(1 - τ)) / (1 + √(1 - τ)) :=
      div_pos (by linarith) (by linarith)
    have q1 : (1 - √(1 - τ)) / (1 + √(1 - τ)) < 1 := by
      rw [div_lt_one (by linarith)]
      linarith
    refine ⟨arccos (-((1 - √(1 - τ)) / (1 + √(1 - τ)))),
      (supercurrent_eq_critical_iff hΔ h0 h1 _).2 ⟨?_, ?_⟩⟩
    · rw [Real.sin_arccos]
      exact Real.sqrt_pos.2 (by nlinarith)
    · exact Real.cos_arccos (by linarith) (by linarith)
  · rintro _ ⟨φ, rfl⟩
    exact (le_abs_self _).trans (abs_supercurrent_le hΔ h0 h1 φ)

end

end AndreevCriticalCurrent
```

```lean
#print axioms AndreevCriticalCurrent.criticalCurrent_isGreatest
```

```
'AndreevCriticalCurrent.criticalCurrent_isGreatest' depends on axioms: [propext, Classical.choice, Quot.sound]
```

## The junction behind the definitions

`andreevEnergy Δ τ φ` is the positive bound-state energy

E(φ) = Δ √(1 − τ sin²(φ/2)).

This is the level of a short, non-interacting, spin-degenerate junction between two conventional (s-wave) superconductors with equal gaps Δ. Short means that the scattering amplitudes of the normal region hardly change with energy over a range Δ around the Fermi level; a narrow resonance can violate this even when the junction has a small length. Here τ is the normal-state transmission probability of the channel, so √(1−τ) is the modulus of its reflection amplitude. In its ground state the phase-dependent energy is −E(φ), and the current is 2e/ħ times the phase derivative of that energy. Hence `supercurrent` is

I(φ) = −dE/dφ,

measured in units of 2e/ħ, with Δ carrying the unit of energy. The gap does not depend on φ, and temperature, quasiparticle excitations and charging effects are absent. The level formula is not derived from a Bogoliubov–de Gennes Hamiltonian.

The main theorem, `criticalCurrent_isGreatest`, says that (Δ/2)(1 − √(1−τ)) is the greatest element of the set of values that I takes as φ runs over the real numbers. `IsGreatest` contains two statements: some phase gives this current, and no phase gives more. The result supplies an exact value against which a numerical phase sweep of this single-channel, zero-temperature model can be compared.

## From the level to the current

Write

D = 1 − τ sin²(φ/2),  r = √(1−τ).

Since sin²(φ/2) ≤ 1, we have D ≥ 1 − τ > 0. The level therefore never reaches zero energy, and the square root is differentiable at every phase. At τ = 1 it would have a kink at φ = π, which the hypothesis τ < 1 excludes.

The chain rule gives

dD/dφ = −τ sin(φ/2) cos(φ/2) = −(τ/2) sin φ,

and therefore

I(φ) = −Δ (dD/dφ)/(2√D) = Δ τ sin φ / (4√D).

In Lean, `radicand_pos` proves D > 0, and `supercurrent_eq` builds the derivative from the inside out in the steps `d1` to `d4`. The square-root step uses `hD.ne'`, the fact that the radicand is nonzero. The double-angle formula then rewrites sin φ in the claimed formula as a half-angle product, and `ring` matches the two sides.

## The bound as a completed square

To find the maximum without differentiating again, square the current. From sin²φ = 4 sin²(φ/2)(1 − sin²(φ/2)), together with τ sin²(φ/2) = 1 − D and r² = 1 − τ,

τ² sin²φ = 4(1 − D)(D − r²).

Expanding the product shows that

(1 − D)(D − r²) = D(1 − r)² − (D − r)².

With I_c = (Δ/2)(1 − r), which is `criticalCurrent`, this becomes

I² = Δ² τ² sin²φ/(16D) = I_c² − (Δ²/4)(D − r)²/D.

The subtracted term is nonnegative, so I² ≤ I_c². Since I_c > 0, it follows that |I| ≤ I_c at every phase. These are the theorems `supercurrent_sq` and `abs_supercurrent_le`.

The positivity of I_c comes from `criticalCurrent_bounds`, which says more. Because τ = (1 − r)(1 + r),

I_c = Δτ/(2(1 + r)),

and 0 < r < 1 places I_c strictly between Δτ/4 and Δτ/2. The Lean proof reaches the same inequalities from the positive products Δ(1 − r)² and Δ(1 − r)r.

## How `linear_combination` checks the square

The algebra turns on the step named `key` in `supercurrent_sq`, which is the squared identity with its denominators cleared. The tactic `linear_combination` is given known equations with coefficients. It subtracts that combination from the goal and asks `ring` to confirm that what remains is a polynomial identity.

Two equations suffice here: `hs`, the double-angle formula for sin²φ, and `hr`, which says r² = 1 − τ. Their coefficients are Δ²τ² and 4Δ²τ sin²(φ/2). To `ring`, the square root r and the sines are just unknowns; everything it needs to know about them enters through `hs` and `hr`. Afterwards `generalize` replaces the radicand and the root by the letters `D` and `r`, and `field_simp` followed by `ring` restores the division by D.

## The phases that carry the maximum

The bound is reached with positive sign exactly when D = r and I > 0. Since sin²(φ/2) = (1 − cos φ)/2,

D − r = ((1 − r)/2) · ((1 − r) + (1 + r) cos φ).

The first factor is positive, so D = r means

cos φ = −(1 − r)/(1 + r).

The current has the sign of sin φ, so the remaining condition is sin φ > 0. This is `supercurrent_eq_critical_iff`, with the factorisation appearing as `fac`. In the forward direction, equality of the currents forces the subtracted square to vanish, and sin φ ≤ 0 would make the current nonpositive. In the reverse direction the square vanishes, and two nonnegative numbers with equal squares are equal.

It remains to show that such a phase exists. The number (1 − r)/(1 + r) lies strictly between 0 and 1, so

φ = arccos(−(1 − r)/(1 + r))

has the required cosine and a positive sine. It lies between π/2 and π. The main theorem uses this phase for attainment and `abs_supercurrent_le` for the upper bound.

Because the required cosine is different for different τ, independent channels that share one phase difference and have different transmissions in (0, 1) do not reach their maxima together, and the critical current of such a junction is smaller than the sum of the single-channel values. This consequence is not formalised above.
